# Filtering (1,1,1) with an ideal contour around the levels −1 and 1 of diag(−1,1,5) never yields an eigenvector

Suppose a contour eigensolver for \(H=\mathrm{diag}(-1,1,5)\) only applies its filter repeatedly to the single vector \((1,1,1)\), with a contour that encloses \(-1\) and \(1\) but not \(5\). After one exact filter step the vector stops changing, and its Rayleigh quotient stays at 0. Anyone who takes the unchanging iterate for a converged one reports a level that \(H\) does not have, and further filter steps do not correct it. The residual exposes the error: it is as long as the filtered vector itself.

## Levels, filter and residual

We work in the eigenbasis of a real Hamiltonian with finitely many levels. The finite type `n` labels the levels, and a vector `n → ℝ` lists the real amplitudes \(x_i\) of a state.

```lean
import Mathlib

open Matrix

namespace ContourFilterStagnation

noncomputable section

variable {n : Type*} [Fintype n] [DecidableEq n]
```

Let \(S\) be the set of labels whose levels lie inside the contour. The exact contour integral \(\frac{1}{2\pi i}\oint (z-H)^{-1}\,dz\), taken once counterclockwise along a contour that passes through no level, is the projector onto the span of the enclosed eigenvectors, so in this basis

\[
F_{ii}=\begin{cases}1 & i\in S\\ 0 & i\notin S,\end{cases}\qquad F_{ij}=0\quad(i\ne j).
\]

The code takes this matrix as the definition of the filter. It does not derive it from an integral, and it does not treat numerical quadrature, which generally multiplies the components by factors other than exactly 1 and 0.

```lean
/-- The ideal contour filter in the eigenbasis: it keeps the components in the enclosed set `S`
and removes all others. -/
def idealFilter (S : Finset n) : Matrix n n ℝ :=
  diagonal (fun i => if i ∈ S then 1 else 0)
```

The energy estimate for a nonzero, possibly unnormalised vector \(v\) is \(\rho(v)=(v\cdot Hv)/(v\cdot v)\).

```lean
/-- The Rayleigh quotient of `H` in the state `v`. -/
def rayleigh (H : Matrix n n ℝ) (v : n → ℝ) : ℝ :=
  (v ⬝ᵥ (H *ᵥ v)) / (v ⬝ᵥ v)
```

The residual \(r(v)=Hv-\rho(v)\,v\) measures how far \(v\) is from satisfying the eigenvalue equation.

```lean
/-- The eigenvalue residual `H v - ρ v`, with `ρ` the Rayleigh quotient of `v`. -/
def residual (H : Matrix n n ℝ) (v : n → ℝ) : n → ℝ :=
  H *ᵥ v - rayleigh H v • v
```

Lengths are Euclidean, \(\|v\|=\sqrt{v\cdot v}\).

```lean
/-- The Euclidean norm of a real vector. -/
def euclidNorm (v : n → ℝ) : ℝ := √(v ⬝ᵥ v)
```

An eigenvector for \(\mu\) satisfies \(Hv=\mu v\) and is nonzero. Without the second condition, the zero vector would make every number an eigenvalue.

```lean
/-- `v` is an eigenvector of `H` with eigenvalue `μ`; the zero vector is excluded. -/
def IsEigenpair (H : Matrix n n ℝ) (μ : ℝ) (v : n → ℝ) : Prop :=
  v ≠ 0 ∧ H *ᵥ v = μ • v
```

The example has three levels. Lean counts from 0, so \(e_0=-1\), \(e_1=1\) and \(e_2=5\).

```lean
/-- The Hamiltonian with the three levels -1, 1 and 5. -/
def threeLevel : Matrix (Fin 3) (Fin 3) ℝ := diagonal ![-1, 1, 5]
```

## Why a second filter step changes nothing

Multiplying by a diagonal matrix acts on each component separately: \((Fx)_i=x_i\) for \(i\in S\), and \((Fx)_i=0\) otherwise.

```lean
/-- The filter leaves enclosed components unchanged and sets the others to zero. -/
theorem idealFilter_apply (S : Finset n) (x : n → ℝ) (i : n) :
    (idealFilter S *ᵥ x) i = if i ∈ S then x i else 0 := by
  simp [idealFilter, mulVec_diagonal]
```

Each diagonal entry of \(F\) is 0 or 1 and equals its own square, so \(F^2=F\). If \(F^m=F\) for some \(m\ge1\), then \(F^{m+1}=F^mF=F^2=F\). Hence \(F^k=F\) for all \(k\ge1\). The proof is this induction, started at 1 because \(F^0\) is the identity.

```lean
/-- Applying the ideal filter any positive number of times is the same as applying it once. -/
theorem idealFilter_pow (S : Finset n) {k : ℕ} (hk : 1 ≤ k) :
    idealFilter S ^ k = idealFilter S := by
  -- the filter is a projector
  have hF : idealFilter S * idealFilter S = idealFilter S := by
    unfold idealFilter
    rw [diagonal_mul_diagonal]
    congr 1
    funext i
    split_ifs <;> simp
  induction k, hk using Nat.le_induction with
  | base => exact pow_one _
  | succ m hm ih => rw [pow_succ, ih, hF]
```

## When one filtered vector is an eigenvector

Take any levels \(e_i\), enclosed set \(S\), start vector \(x\) and \(k\ge1\). The filtered vector \(F^kx=Fx\) is nonzero exactly when \(x_i\ne0\) for some \(i\in S\). Its eigenvalue equation reads

\[
e_i x_i=\mu x_i\quad(i\in S),\qquad 0=0\quad(i\notin S).
\]

Wherever \(x_i\neq0\), we may cancel it and obtain \(e_i=\mu\); wherever \(x_i=0\), the equation holds anyway. So \(Fx\) is an eigenvector for \(\mu\) if and only if \(x\) has a nonzero enclosed component and every enclosed level present in \(x\) equals \(\mu\). Degenerate levels are allowed.

In the forward direction, `congrFun` extracts one component of the vector equation and `mul_right_cancel₀` performs the cancellation. The converse checks the components case by case.

```lean
/-- The filtered vector is an eigenvector with eigenvalue `μ` exactly when the start vector has
some enclosed component and all enclosed levels present in it are equal to `μ`. -/
theorem filtered_isEigenpair_iff (e : n → ℝ) (S : Finset n) (x : n → ℝ) (μ : ℝ)
    {k : ℕ} (hk : 1 ≤ k) :
    IsEigenpair (diagonal e) μ (idealFilter S ^ k *ᵥ x) ↔
      (∃ i ∈ S, x i ≠ 0) ∧ ∀ i ∈ S, x i ≠ 0 → e i = μ := by
  rw [idealFilter_pow S hk]
  constructor
  · rintro ⟨hne, h⟩
    constructor
    · by_contra hc
      apply hne
      ext i
      rw [idealFilter_apply]
      split_ifs with hi
      · exact by_contra fun hx => hc ⟨i, hi, hx⟩
      · rfl
    · -- compare the eigenvalue equation component by component
      intro i hi hx
      have hcomp := congrFun h i
      simp only [mulVec_diagonal, Pi.smul_apply, smul_eq_mul, idealFilter_apply,
        if_pos hi] at hcomp
      exact mul_right_cancel₀ hx hcomp
  · rintro ⟨⟨i, hi, hx⟩, h⟩
    refine ⟨fun h0 => hx ?_, ?_⟩
    · simpa [idealFilter_apply, hi] using congrFun h0 i
    · ext j
      simp only [mulVec_diagonal, Pi.smul_apply, smul_eq_mul, idealFilter_apply]
      split_ifs with hj
      · by_cases hxj : x j = 0
        · simp [hxj]
        · rw [h j hj hxj]
      · simp
```

## The stagnating vector

With \(S=\{0,1\}\), the filter removes only the component at level 5:

\[
F^k(x_0,x_1,x_2)=(x_0,x_1,0)\qquad(k\ge1).
\]

```lean
/-- With the first two of three levels enclosed, filtering removes the third component only. -/
theorem filtered_three (x : Fin 3 → ℝ) {k : ℕ} (hk : 1 ≤ k) :
    idealFilter ({0, 1} : Finset (Fin 3)) ^ k *ᵥ x = ![x 0, x 1, 0] := by
  rw [idealFilter_pow _ hk]
  ext i
  rw [idealFilter_apply]
  fin_cases i <;> simp
```

The number 0 is not an eigenvalue of \(H\). If \(Hv=0\), then \(-v_0=0\), \(v_1=0\) and \(5v_2=0\), so \(v=0\), which the definition of an eigenvector excludes.

```lean
/-- Zero is not an eigenvalue of the three-level Hamiltonian. -/
theorem zero_not_eigenvalue (v : Fin 3 → ℝ) : ¬ IsEigenpair threeLevel 0 v := by
  rintro ⟨hv, h⟩
  have h0 : v 0 = 0 := by simpa [threeLevel, mulVec_diagonal] using congrFun h 0
  have h1 : v 1 = 0 := by simpa [threeLevel, mulVec_diagonal] using congrFun h 1
  have h2 : v 2 = 0 := by simpa [threeLevel, mulVec_diagonal] using congrFun h 2
  apply hv
  ext i
  fin_cases i
  exacts [h0, h1, h2]
```

Now start from \((1,1,1)\). For every \(k\ge1\) the filtered vector is \(y=(1,1,0)\), and

\[
Hy=(-1,1,0),\qquad y\cdot Hy=-1+1=0,\qquad y\cdot y=2.
\]

Hence \(\rho(y)=0\) and \(r(y)=Hy=(-1,1,0)\), so \(\|r(y)\|=\sqrt2=\|y\|\). For the normalised state \(y/\sqrt2\), the energy estimate is 0 and the residual norm is 1.

The theorem states four facts for every \(k\ge1\): the Rayleigh quotient is 0, no vector is an eigenvector for 0, the two norms agree, and the norm of the filtered vector is positive. The last fact matters because Lean's division by zero would also give the zero vector a Rayleigh quotient of 0. In the proof, `hy` replaces the filtered vector by \(y\), `hr` and `hres` compute \(\rho(y)\) and \(r(y)\), and `hn` and `hm` give the two squared lengths.

```lean
/-- For the levels -1, 1 and 5 with the first two enclosed: from (1,1,1), after any positive number
of filter steps the Rayleigh quotient is 0, which is not an eigenvalue, and the residual is as long
as the filtered vector itself, whose norm is positive. -/
theorem single_vector_stagnates {k : ℕ} (hk : 1 ≤ k) :
    rayleigh threeLevel (idealFilter {0, 1} ^ k *ᵥ ![1, 1, 1]) = 0 ∧
    (∀ v, ¬ IsEigenpair threeLevel 0 v) ∧
    euclidNorm (residual threeLevel (idealFilter {0, 1} ^ k *ᵥ ![1, 1, 1])) =
      euclidNorm (idealFilter ({0, 1} : Finset (Fin 3)) ^ k *ᵥ ![1, 1, 1]) ∧
    0 < euclidNorm (idealFilter ({0, 1} : Finset (Fin 3)) ^ k *ᵥ ![1, 1, 1]) := by
  have hy : idealFilter ({0, 1} : Finset (Fin 3)) ^ k *ᵥ ![1, 1, 1] = ![1, 1, 0] :=
    filtered_three _ hk
  rw [hy]
  -- the levels -1 and 1 enter with equal weight and cancel
  have hr : rayleigh threeLevel ![1, 1, 0] = 0 := by
    simp [rayleigh, threeLevel, dotProduct, Fin.sum_univ_succ, mulVec_diagonal]
  -- the residual only flips the sign of the first component
  have hres : residual threeLevel ![1, 1, 0] = ![-1, 1, 0] := by
    unfold residual
    rw [hr]
    ext i
    fin_cases i <;> simp [threeLevel, mulVec_diagonal]
  have hn : (![1, 1, 0] : Fin 3 → ℝ) ⬝ᵥ ![1, 1, 0] = 2 := by
    norm_num [dotProduct, Fin.sum_univ_succ]
  have hm : (![-1, 1, 0] : Fin 3 → ℝ) ⬝ᵥ ![-1, 1, 0] = 2 := by
    norm_num [dotProduct, Fin.sum_univ_succ]
  refine ⟨hr, zero_not_eigenvalue, ?_, ?_⟩
  · rw [hres, euclidNorm, euclidNorm, hn, hm]
  · rw [euclidNorm, hn]
    exact Real.sqrt_pos.mpr (by norm_num)
```

## Two start vectors recover both levels

Let \(u\) and \(v\) be two start vectors with \(d=u_0v_1-u_1v_0\neq0\), which says that their enclosed parts are linearly independent. Eliminating one enclosed component at a time gives

\[
v_1F^ku-u_1F^kv=(d,0,0),\qquad u_0F^kv-v_0F^ku=(0,d,0).
\]

These are exact eigenvectors for \(-1\) and \(1\), already at \(k=1\). In the proof, `h1` and `h2` are the two eliminations, and `huv` ensures that the results are nonzero. So the span of the two filtered vectors contains both enclosed eigenvectors. The coefficients used here are components in the eigenbasis, which a solver does not know in advance; diagonalising \(H\) within the span (a Rayleigh–Ritz step) finds the eigenvectors without them. The theorem does not treat that step.

```lean
/-- Two start vectors with linearly independent enclosed parts suffice: explicit combinations of
the filtered vectors are exact eigenvectors for the enclosed levels -1 and 1. -/
theorem two_vectors_suffice (u v : Fin 3 → ℝ) (huv : u 0 * v 1 - u 1 * v 0 ≠ 0)
    {k : ℕ} (hk : 1 ≤ k) :
    IsEigenpair threeLevel (-1)
      (v 1 • (idealFilter {0, 1} ^ k *ᵥ u) - u 1 • (idealFilter {0, 1} ^ k *ᵥ v)) ∧
    IsEigenpair threeLevel 1
      (u 0 • (idealFilter {0, 1} ^ k *ᵥ v) - v 0 • (idealFilter {0, 1} ^ k *ᵥ u)) := by
  rw [filtered_three u hk, filtered_three v hk]
  -- each combination eliminates one of the two enclosed components
  have h1 : v 1 • ![u 0, u 1, 0] - u 1 • ![v 0, v 1, 0] =
      ![u 0 * v 1 - u 1 * v 0, 0, 0] := by
    ext i
    fin_cases i <;> simp <;> ring
  have h2 : u 0 • ![v 0, v 1, 0] - v 0 • ![u 0, u 1, 0] =
      ![0, u 0 * v 1 - u 1 * v 0, 0] := by
    ext i
    fin_cases i <;> simp <;> ring
  rw [h1, h2]
  refine ⟨⟨fun h => huv (congrFun h 0), ?_⟩, ⟨fun h => huv (congrFun h 1), ?_⟩⟩
  · ext i
    fin_cases i <;> simp [threeLevel, mulVec_diagonal]
  · ext i
    fin_cases i <;> simp [threeLevel, mulVec_diagonal]

end

end ContourFilterStagnation
```

For a numerical instance, keep \(u=(1,1,1)\) and add \(v=(1,2,0)\), so that \(d=1\cdot2-1\cdot1=1\). The filtered vectors are \((1,1,0)\) and \((1,2,0)\), and the combinations are

\[
2(1,1,0)-(1,2,0)=(1,0,0),\qquad (1,2,0)-(1,1,0)=(0,1,0).
\]

The condition \(d\ne0\) concerns the enclosed parts, and independence of the full start vectors does not replace it. The vectors \(u=(1,1,1)\) and \(v=(1,1,-4)\) are linearly independent, but \(d=0\). Both are filtered to \((1,1,0)\), both combinations vanish, and the second vector has added nothing to the search space.

```lean
#print axioms ContourFilterStagnation.filtered_isEigenpair_iff
-- 'ContourFilterStagnation.filtered_isEigenpair_iff' depends on axioms: [propext, Classical.choice, Quot.sound]
#print axioms ContourFilterStagnation.single_vector_stagnates
-- 'ContourFilterStagnation.single_vector_stagnates' depends on axioms: [propext, Classical.choice, Quot.sound]
#print axioms ContourFilterStagnation.two_vectors_suffice
-- 'ContourFilterStagnation.two_vectors_suffice' depends on axioms: [propext, Classical.choice, Quot.sound]
```
